# The greatest squared frequency of an even harmonic ring of equal masses and springs is $4k/m$

Take an even number $N$ of equal masses $m > 0$, joined in a ring by equal springs of stiffness $k \ge 0$. Among all normal modes of this ring, the greatest squared frequency is exactly $4k/m$, whatever the even number $N$. In molecular dynamics the fastest vibration limits the time step of an explicit integrator; the last part computes the stability limit of the Verlet scheme for this one-dimensional, purely harmonic ring.

## The ring and its modes

Each mass has one real displacement $x_i$ from its equilibrium position, measured along the ring. The spring ahead pulls mass $i$ with force $k(x_{i+1}-x_i)$, and the spring behind pulls it back with $k(x_i-x_{i-1})$. In a normal mode all masses oscillate at one angular frequency $\omega$, so the acceleration of mass $i$ is $-\omega^2x_i$. Write $s$ for $\omega^2$. A mode is then a nonzero pattern $x$ with

$$m(-s\,x_i)=k(x_{i+1}-x_i)-k(x_i-x_{i-1})\quad\text{for every } i.$$

In Lean the sites are the elements of `ZMod N`, the integers modulo $N$, so site $N-1$ is followed by site $0$.

```lean
import Mathlib

open Finset

namespace HarmonicRing

noncomputable section

/-- Force on site `i` of a ring of equal springs of stiffness `k`, for displacements `x`. -/
def ringForce {N : ℕ} (k : ℝ) (x : ZMod N → ℝ) (i : ZMod N) : ℝ :=
  k * (x (i + 1) - x i) - k * (x i - x (i - 1))
```

The predicate `IsMode m k s x` contains both the nonzero condition and the equation of motion. It takes $s$ as any real number and does not presuppose $s\ge 0$. Uniform translation counts as a mode, with $s=0$.

```lean
/-- The nonzero pattern `x` is a normal mode with squared frequency `s`: at each site, mass
times the harmonic acceleration `-s * x i` equals the spring force. -/
def IsMode {N : ℕ} (m k s : ℝ) (x : ZMod N → ℝ) : Prop :=
  x ≠ 0 ∧ ∀ i, m * (-s * x i) = ringForce k x i

/-- The pattern `+1, -1, +1, ...` along the sites `0, 1, 2, ...`. -/
def alternating {N : ℕ} (i : ZMod N) : ℝ := (-1) ^ i.val
```

The sum of squared bond elongations is

$$D(x)=\sum_i (x_{i+1}-x_i)^2,$$

called `stretch` in the code. The elastic energy is $\tfrac{k}{2}D(x)$. The condition `NeZero N` makes the ring finite and nonempty. For $N=2$ the two masses are joined by two springs; for $N=1$ the only spring joins the mass to itself and exerts no force.

```lean
variable {N : ℕ} [NeZero N]

/-- Sum of the squared bond elongations around the ring. -/
def stretch (x : ZMod N → ℝ) : ℝ := ∑ i, (x (i + 1) - x i) ^ 2
```

## (a) Moving every site by one

Show that for any real function $f$ on the sites,

$$\sum_i f(i+1)=\sum_i f(i).$$

**Solution.** The map $i\mapsto i+1$ has the inverse $i\mapsto i-1$, so it only permutes the sites. Both sums have the same terms in a different order. Lean takes this permutation as `Equiv.addRight 1`.

```lean
/-- A sum over all sites of the ring is unchanged when the sites are shifted by one. -/
theorem sum_shift (f : ZMod N → ℝ) : ∑ i, f (i + 1) = ∑ i, f i :=
  Equiv.sum_comp (Equiv.addRight (1 : ZMod N)) f
```

## (b) Differences and sums of neighbours

Show that

$$D(x)+\sum_i(x_{i+1}+x_i)^2=4\sum_i x_i^2.$$

**Solution.** At each site the cross terms cancel:

$$(x_{i+1}-x_i)^2+(x_{i+1}+x_i)^2=2x_{i+1}^2+2x_i^2.$$

Sum over $i$. By (a), $\sum_i x_{i+1}^2=\sum_i x_i^2$, so the right side becomes $4\sum_i x_i^2$. In the code, `ring` does the algebra at each site and `h` is the shifted sum.

```lean
/-- The squared differences and the squared sums of neighbouring displacements add up to
four times the sum of the squared displacements. -/
theorem stretch_add_sum (x : ZMod N → ℝ) :
    stretch x + ∑ i, (x (i + 1) + x i) ^ 2 = 4 * ∑ i, x i ^ 2 := by
  have h : ∑ i, x (i + 1) ^ 2 = ∑ i, x i ^ 2 := sum_shift (fun i => x i ^ 2)
  calc stretch x + ∑ i, (x (i + 1) + x i) ^ 2
      = ∑ i, (2 * x (i + 1) ^ 2 + 2 * x i ^ 2) := by
        rw [stretch, ← Finset.sum_add_distrib]
        exact Finset.sum_congr rfl fun i _ => by ring
    _ = 4 * ∑ i, x i ^ 2 := by
        rw [Finset.sum_add_distrib, ← Finset.mul_sum, ← Finset.mul_sum]
        linarith
```

## (c) An upper bound on the elongations

Show that

$$D(x)\le 4\sum_i x_i^2.$$

**Solution.** The second sum in (b) consists of squares, so it is nonnegative. Leaving it out can only lower the left side.

```lean
/-- The sum of squared bond elongations is at most four times the sum of squared
displacements. -/
theorem stretch_le (x : ZMod N → ℝ) : stretch x ≤ 4 * ∑ i, x i ^ 2 := by
  have h : 0 ≤ ∑ i, (x (i + 1) + x i) ^ 2 := Finset.sum_nonneg fun i _ => sq_nonneg _
  linarith [stretch_add_sum x]
```

## (d) The patterns that reach the bound

Show that

$$D(x)=4\sum_i x_i^2\iff x_{i+1}=-x_i\ \text{ for every } i.$$

**Solution.** By (b), equality holds exactly when $\sum_i(x_{i+1}+x_i)^2=0$. A sum of nonnegative terms vanishes exactly when every term does, which means $x_{i+1}+x_i=0$ at every site. The two halves of the Lean proof are the two directions of this argument.

```lean
/-- The bound is attained exactly when each displacement is opposite to that of the
preceding site. -/
theorem stretch_eq_iff (x : ZMod N → ℝ) :
    stretch x = 4 * ∑ i, x i ^ 2 ↔ ∀ i, x (i + 1) = -x i := by
  constructor
  · intro h i
    have h0 : ∑ i, (x (i + 1) + x i) ^ 2 = 0 := by linarith [stretch_add_sum x]
    have h1 := (Finset.sum_eq_zero_iff_of_nonneg
      (fun i _ => sq_nonneg (x (i + 1) + x i))).1 h0 i (Finset.mem_univ i)
    have h2 : x (i + 1) + x i = 0 := (pow_eq_zero_iff two_ne_zero).1 h1
    linarith
  · intro h
    have h0 : ∑ i, (x (i + 1) + x i) ^ 2 = 0 :=
      Finset.sum_eq_zero fun i _ => by rw [h i]; ring
    linarith [stretch_add_sum x]
```

## (e) Odd rings stay below the bound

Let $N$ be odd and $x\neq0$. Show that

$$D(x)<4\sum_i x_i^2.$$

**Solution.** Suppose equality held. By (d), each step along the ring changes the sign, so after $n$ steps $x_{i+n}=(-1)^n x_i$. After $n=N$ steps we are back at site $i$, and since $N$ is odd, $x_i=-x_i$. Hence $x_i=0$ for every $i$, contrary to assumption. With (c), the inequality is strict. The induction on $n$ is `hn`, and `ZMod.natCast_self` expresses the return to the starting site.

```lean
/-- On a ring with an odd number of sites the bound is strict for every nonzero pattern. -/
theorem stretch_lt_of_odd (hN : Odd N) {x : ZMod N → ℝ} (hx : x ≠ 0) :
    stretch x < 4 * ∑ i, x i ^ 2 := by
  refine lt_of_le_of_ne (stretch_le x) fun h => hx ?_
  have hs := (stretch_eq_iff x).1 h
  have hn : ∀ (n : ℕ) (i : ZMod N), x (i + n) = (-1) ^ n * x i := by
    intro n i
    induction n with
    | zero => simp
    | succ n ih =>
      rw [Nat.cast_succ, ← add_assoc, hs, ih, pow_succ]
      ring
  -- one full turn brings us back to the same site with the opposite sign
  funext i
  have h1 := hn N i
  rw [ZMod.natCast_self, add_zero, hN.neg_one_pow] at h1
  simp only [Pi.zero_apply]
  linarith
```

## (f) From the equation of motion to the elongations

Show that every normal mode satisfies

$$m s\sum_i x_i^2=k\,D(x).$$

**Solution.** Multiply the mode equation by $-x_i$ and sum:

$$ms\sum_i x_i^2=k\sum_i x_i(x_i-x_{i-1})-k\sum_i x_i(x_{i+1}-x_i).$$

By (a), the first sum on the right equals $\sum_i x_{i+1}(x_{i+1}-x_i)$. Subtracting the second leaves

$$k\sum_i (x_{i+1}-x_i)(x_{i+1}-x_i)=k\,D(x).$$

The shift is `hshift`; the multiplication by $-x_i$ is the `linear_combination` line.

```lean
/-- Rayleigh relation: for a normal mode, `m s ∑ x²` equals `k` times the sum of squared
bond elongations. -/
theorem IsMode.rayleigh {m k s : ℝ} {x : ZMod N → ℝ} (h : IsMode m k s x) :
    m * s * ∑ i, x i ^ 2 = k * stretch x := by
  -- summation by parts around the ring
  have hshift : ∑ i, x i * (x i - x (i - 1)) = ∑ i, x (i + 1) * (x (i + 1) - x i) := by
    have h1 := sum_shift (fun i => x i * (x i - x (i - 1)))
    simp only [add_sub_cancel_right] at h1
    exact h1.symm
  calc m * s * ∑ i, x i ^ 2
      = ∑ i, (k * (x i * (x i - x (i - 1))) - k * (x i * (x (i + 1) - x i))) := by
        rw [Finset.mul_sum]
        refine Finset.sum_congr rfl fun i _ => ?_
        have h1 := h.2 i
        unfold ringForce at h1
        linear_combination (-x i) * h1
    _ = k * stretch x := by
        rw [Finset.sum_sub_distrib, ← Finset.mul_sum, ← Finset.mul_sum, hshift, ← mul_sub,
          ← Finset.sum_sub_distrib, stretch]
        congr 1
        exact Finset.sum_congr rfl fun i _ => by ring
```

## (g) A nonzero pattern has positive norm

Show that if $x\ne0$, then

$$\sum_i x_i^2>0.$$

**Solution.** Some $x_i$ is nonzero, so its square is positive, and all other terms are nonnegative. This permits division by the sum in the parts that follow.

```lean
theorem sum_sq_pos {x : ZMod N → ℝ} (hx : x ≠ 0) : 0 < ∑ i, x i ^ 2 := by
  obtain ⟨i, hi⟩ := Function.ne_iff.1 hx
  have hi' : x i ≠ 0 := hi
  exact Finset.sum_pos' (fun i _ => sq_nonneg _) ⟨i, Finset.mem_univ i, by positivity⟩
```

## (h) The alternating mode

Let $N$ be even and $m\neq0$. Show that the pattern $x_i=(-1)^i$, with sites numbered $0,\dots,N-1$, is a mode with

$$s=\frac{4k}{m}.$$

**Solution.** Neighbours inside the row $0,\dots,N-1$ have opposite signs. So do the ends joined by the closing bond, because $x_{N-1}=(-1)^{N-1}=-1$ and $x_0=1$. Hence $x_{i+1}=x_{i-1}=-x_i$, and the force is

$$k(-2x_i)-k(2x_i)=-4k\,x_i=m\left(-\frac{4k}{m}x_i\right).$$

The pattern is nonzero since $x_0=1$. In Lean, `key` deals with the closing bond: reducing an exponent modulo an even $N$ does not change the power of $-1$.

```lean
/-- On an even ring the alternating pattern is a normal mode with squared frequency `4k/m`,
for nonzero mass. -/
theorem isMode_alternating (hN : Even N) {m : ℝ} (hm : m ≠ 0) (k : ℝ) :
    IsMode m k (4 * k / m) (alternating : ZMod N → ℝ) := by
  -- the sign flips at every step, also across the closing bond since `N` is even
  have hs : ∀ i : ZMod N, alternating (i + 1) = -alternating i := by
    intro i
    have key : (-1 : ℝ) ^ ((i.val + 1) % N) = (-1) ^ (i.val + 1) := by
      conv_rhs => rw [← Nat.mod_add_div (i.val + 1) N, pow_add, pow_mul, hN.neg_one_pow,
        one_pow, mul_one]
    unfold alternating
    rw [ZMod.val_add, ZMod.val_one_eq_one_mod, Nat.add_mod_mod, key, pow_succ]
    ring
  refine ⟨fun h => ?_, fun i => ?_⟩
  · have h0 := congrFun h 0
    simp [alternating] at h0
  · have h2 : alternating (i - 1) = -alternating i := by
      have h1 := hs (i - 1)
      rw [sub_add_cancel] at h1
      linarith
    have e : m * (4 * k / m) = 4 * k := by field_simp
    unfold ringForce
    rw [hs i, h2]
    linear_combination (-alternating i) * e
```

## (i) The top of the spectrum

Let $N$ be even, $m>0$ and $k\ge0$. Show that

$$\max\{s : s\text{ belongs to a normal mode}\}=\frac{4k}{m}.$$

**Solution.** By (h) the value occurs. For any mode, (f) and (c) give

$$ms\sum_i x_i^2=k\,D(x)\le 4k\sum_i x_i^2,$$

where $k\ge0$ preserves the inequality. Dividing by the positive sum from (g) and by $m$ yields $s\le 4k/m$. `IsGreatest` requires these same two facts: the value belongs to the set, and nothing in the set exceeds it.

```lean
/-- Top of the spectrum: on an even ring with positive mass and nonnegative stiffness, the
greatest squared frequency of a normal mode is `4k/m`. -/
theorem isGreatest_sq_frequency (hN : Even N) {m k : ℝ} (hm : 0 < m) (hk : 0 ≤ k) :
    IsGreatest {s : ℝ | ∃ x : ZMod N → ℝ, IsMode m k s x} (4 * k / m) := by
  refine ⟨⟨alternating, isMode_alternating hN hm.ne' k⟩, ?_⟩
  rintro s ⟨x, h⟩
  rw [le_div_iff₀ hm]
  refine le_of_mul_le_mul_right ?_ (sum_sq_pos h.1)
  have h1 := mul_le_mul_of_nonneg_left (stretch_le x) hk
  linarith [h.rayleigh]
```

## (j) Modes of an odd ring

Let $N$ be odd, $m>0$ and $k>0$. Show that every mode satisfies

$$s<\frac{4k}{m}.$$

**Solution.** Repeat (i) with the strict inequality (e) in place of (c). Since $k>0$, multiplication by $k$ keeps it strict, and $ms\sum_i x_i^2<4k\sum_i x_i^2$. Divide as before. With $k=0$ every mode would have $s=0=4k/m$, and the claim would fail.

```lean
/-- On an odd ring with positive mass and stiffness, every normal mode has squared frequency
strictly below `4k/m`. -/
theorem sq_frequency_lt_of_odd (hN : Odd N) {m k s : ℝ} (hm : 0 < m) (hk : 0 < k)
    {x : ZMod N → ℝ} (h : IsMode m k s x) : s < 4 * k / m := by
  rw [lt_div_iff₀ hm]
  refine lt_of_mul_lt_mul_right ?_ (sum_sq_pos h.1).le
  have h1 := mul_lt_mul_of_pos_left (stretch_lt_of_odd hN h.1) hk
  linarith [h.rayleigh]
```

## (k) The time step

For an oscillation with $\omega>0$ and a time step $h>0$, the Verlet scheme stays bounded exactly when $h\omega<2$, that is, $h^2s<4$. This criterion is taken here as known from the analysis of a single oscillator. Let $N$ be even, $m>0$ and $k\ge0$. Show that

$$h^2s<4\ \text{ for every mode}\iff k h^2<m.$$

**Solution.** If the left side holds, apply it to the alternating mode: $4kh^2/m<4$, hence $kh^2<m$. Conversely, if $kh^2<m$, then (i) gives for every mode

$$h^2s\le\frac{4kh^2}{m}<4.$$

The theorem compares these inequalities for any real $h$; the integrator itself does not appear in it. Passing from the inequality to a stable simulation of the ring uses the decomposition of the motion into normal modes, which is not proved here, and the single-oscillator criterion for each mode with $s>0$. Uniform translation has $s=0$ and lies outside that criterion; for it the Verlet scheme reproduces the steady drift of the free ring, which is not an instability.

```lean
/-- On an even ring with positive mass and nonnegative stiffness, a time step `h` satisfies
`h² s < 4` for the squared frequency `s` of every normal mode exactly when `k h² < m`. -/
theorem time_step_iff (hN : Even N) {m k : ℝ} (hm : 0 < m) (hk : 0 ≤ k) (h : ℝ) :
    (∀ (s : ℝ) (x : ZMod N → ℝ), IsMode m k s x → h ^ 2 * s < 4) ↔ k * h ^ 2 < m := by
  have e : h ^ 2 * (4 * k / m) = 4 * (k * h ^ 2) / m := by ring
  constructor
  · intro H
    have h1 := H _ _ (isMode_alternating hN hm.ne' k)
    rw [e, div_lt_iff₀ hm] at h1
    linarith
  · intro H s x hx
    have h1 : s ≤ 4 * k / m := (isGreatest_sq_frequency hN hm hk).2 ⟨x, hx⟩
    have h2 := mul_le_mul_of_nonneg_left h1 (sq_nonneg h)
    have h3 : h ^ 2 * (4 * k / m) < 4 := by
      rw [e, div_lt_iff₀ hm]
      linarith
    linarith

end

end HarmonicRing
```

```lean
#print axioms HarmonicRing.isGreatest_sq_frequency
#print axioms HarmonicRing.sq_frequency_lt_of_odd
#print axioms HarmonicRing.time_step_iff
```

```
'HarmonicRing.isGreatest_sq_frequency' depends on axioms: [propext, Classical.choice, Quot.sound]
'HarmonicRing.sq_frequency_lt_of_odd' depends on axioms: [propext, Classical.choice, Quot.sound]
'HarmonicRing.time_step_iff' depends on axioms: [propext, Classical.choice, Quot.sound]
```
